# Invertibility of 1 − M, with M the KLI matrix, after deleting an orbital that overlaps all others

## Question

On a finite grid, let orbital densities $n_i(x) \ge 0$ each sum to 1, with total density $\rho(x) = \sum_i n_i(x) > 0$ at every point, and set $M_{ij} = \sum_x n_i(x) n_j(x)/\rho(x)$. I claim that $M$ is symmetric positive semidefinite with unit row sums, so that $1 - M$ is singular, and that deleting the row and column of an orbital $N$ makes $1 - M$ invertible when $M_{iN} > 0$ for all $i$. How is this stated and proved in Lean 4 with Mathlib?

## Answer

The claim holds, and it is enough to assume $M_{iN} > 0$ for $i \ne N$.

### Modelling choices

In the KLI (Krieger–Li–Iafrate) scheme the exchange potential is $V = \sum_i n_i (u_i + c_i)/\rho$, with orbital potentials $u_i$ and constants $c_i = \sum_x n_i (V - u_i)$. The sum over $i$ runs over the occupied orbitals, for scalar orbitals those of one spin. Multiplying by $n_j$ and summing over $x$ gives $(1 - M)c = b$ with $b_j = \sum_x n_j (V_S - u_j)$ and $V_S = \sum_i n_i u_i/\rho$. The result shows that, when $M_{iN} > 0$ for all $i \ne N$, fixing $c_N = 0$ determines the other constants, on a finite grid and for fixed $u_i$ and fixed densities, whether these come from scalar orbitals or from four-component spinors.

The orbitals form a finite type `ι`, the grid a finite type `X`, and `n i x` is $n_i(x)$. `totalDensity n x` is $\rho(x)$, and `kliMatrix n` is $M$. Grid sums carry no weights; a positive weight $w(x)$ is absorbed by $n_i \to w n_i$. `deleteOrbital A N` restricts a matrix to the indices `{i // i ≠ N}`. Spinors, orbital energies, $u_i$ and self-consistency are absent. $N$ is any orbital, since nothing marks it as the highest, and $M_{iN} > 0$ is assumed.

### Derivation

1. $n_i n_j = n_j n_i$ gives $M_{ij} = M_{ji}$.
2. For a real vector $v$,
$$v^{\mathsf T} M v = \sum_{i,j}\sum_x \frac{v_i n_i(x)\, v_j n_j(x)}{\rho(x)} = \sum_x \frac{\big(\sum_i v_i n_i(x)\big)^2}{\rho(x)} \ge 0 .$$
3. $\sum_j M_{ij} = \sum_x n_i(x) \rho(x)/\rho(x) = \sum_x n_i(x) = 1$.
4. Hence $(1 - M)\mathbf 1 = 0$ for the vector $\mathbf 1$ of ones, which is nonzero when there is at least one orbital, so $\det(1 - M) = 0$.
5. Let $A$ be a square matrix with $A_{ij} \ge 0$ and all row sums below 1. Suppose $v = Av$ with $v \ne 0$, and pick $k$ with $|v_k|$ largest, so $|v_k| > 0$. Then
$$|v_k| \le \sum_j A_{kj}|v_j| \le \Big(\sum_j A_{kj}\Big)|v_k| < |v_k| ,$$
a contradiction. So $\det(1 - A) \ne 0$.
6. Take for $A$ the matrix $M$ without row and column $N$. Its entries are nonnegative, and by step 3 row $i \ne N$ sums to $1 - M_{iN} < 1$. Step 5 makes $1 - A$ invertible, and $(1 - A)c = b$ has the single solution $c = (1 - A)^{-1} b$.

### The file

```lean
import Mathlib

open Matrix Finset

namespace KLIHighestOrbital

noncomputable section

variable {ι X : Type*} [Fintype ι] [Fintype X]

/-- Total density at grid point `x`: the sum of the orbital densities. -/
def totalDensity (n : ι → X → ℝ) (x : X) : ℝ := ∑ i, n i x

/-- The KLI matrix `M_ij = ∑_x n_i(x) n_j(x) / ρ(x)`, with `ρ` the total density. -/
def kliMatrix (n : ι → X → ℝ) : Matrix ι ι ℝ :=
  Matrix.of fun i j => ∑ x, n i x * n j x / totalDensity n x

/-- A matrix with the row and the column of orbital `N` deleted. -/
def deleteOrbital (A : Matrix ι ι ℝ) (N : ι) : Matrix {i // i ≠ N} {i // i ≠ N} ℝ :=
  A.submatrix Subtype.val Subtype.val

/-- The KLI matrix is symmetric. -/
theorem kli_symm (n : ι → X → ℝ) : (kliMatrix n).IsSymm := by
  ext i j
  simp only [transpose_apply, kliMatrix, of_apply]
  exact sum_congr rfl fun x _ => by rw [mul_comm]

/-- The quadratic form of the KLI matrix is the grid sum of `(∑_i v_i n_i)² / ρ`, with `ρ` the total density. -/
theorem kli_quadratic_form (n : ι → X → ℝ) (v : ι → ℝ) :
    v ⬝ᵥ kliMatrix n *ᵥ v = ∑ x, (∑ i, v i * n i x) ^ 2 / totalDensity n x := by
  calc v ⬝ᵥ kliMatrix n *ᵥ v
      = ∑ i, ∑ j, ∑ x, v i * n i x * (v j * n j x) / totalDensity n x := by
        simp only [dotProduct, mulVec, kliMatrix, of_apply, mul_sum, sum_mul]
        exact sum_congr rfl fun i _ => sum_congr rfl fun j _ =>
          sum_congr rfl fun x _ => by ring
    _ = ∑ i, ∑ x, ∑ j, v i * n i x * (v j * n j x) / totalDensity n x :=
        sum_congr rfl fun i _ => sum_comm
    _ = ∑ x, ∑ i, ∑ j, v i * n i x * (v j * n j x) / totalDensity n x := sum_comm
    _ = _ := by
        refine sum_congr rfl fun x _ => ?_
        rw [sq, sum_mul_sum]
        simp only [sum_div]

/-- For nonnegative orbital densities the KLI matrix is positive semidefinite. -/
theorem kli_posSemidef (n : ι → X → ℝ) (hn : ∀ i x, 0 ≤ n i x) :
    (kliMatrix n).PosSemidef := by
  refine PosSemidef.of_dotProduct_mulVec_nonneg ?_ fun v => ?_
  · ext i j
    simp only [conjTranspose_apply, star_trivial]
    exact (kli_symm n).apply i j
  · have hv : star v = v := by
      funext i
      simp
    rw [hv, kli_quadratic_form]
    exact sum_nonneg fun x _ => div_nonneg (sq_nonneg _) (sum_nonneg fun i _ => hn i x)

/-- For normalised orbital densities and positive total density, every row of the
KLI matrix sums to one. -/
theorem kli_row_sum (n : ι → X → ℝ) (hnorm : ∀ i, ∑ x, n i x = 1)
    (hρ : ∀ x, 0 < totalDensity n x) (i : ι) : ∑ j, kliMatrix n i j = 1 := by
  simp only [kliMatrix, of_apply]
  rw [sum_comm, ← hnorm i]
  refine sum_congr rfl fun x _ => ?_
  rw [← sum_div, ← mul_sum]
  -- the sum over j rebuilds the total density, which cancels
  exact mul_div_cancel_right₀ (n i x) (hρ x).ne'

variable [DecidableEq ι]

/-- With at least one orbital, normalised orbital densities and positive total density,
`1 - M` annihilates the constant vector and has zero determinant. -/
theorem kli_singular [Nonempty ι] (n : ι → X → ℝ) (hnorm : ∀ i, ∑ x, n i x = 1)
    (hρ : ∀ x, 0 < totalDensity n x) :
    (1 - kliMatrix n) *ᵥ (fun _ => (1 : ℝ)) = 0 ∧ (1 - kliMatrix n).det = 0 := by
  have h : (1 - kliMatrix n) *ᵥ (fun _ => (1 : ℝ)) = 0 := by
    rw [sub_mulVec, one_mulVec]
    funext i
    simp only [Pi.sub_apply, Pi.zero_apply, mulVec, dotProduct, mul_one]
    rw [kli_row_sum n hnorm hρ i, sub_self]
  refine ⟨h, Matrix.exists_mulVec_eq_zero_iff.mp ⟨_, ?_, h⟩⟩
  intro h0
  have h1 := congrFun h0 (Classical.arbitrary ι)
  simp at h1

/-- If a matrix `A` has nonnegative entries and all row sums below one, then `1 - A`
has nonzero determinant. -/
theorem det_ne_zero_of_row_sum_lt_one (A : Matrix ι ι ℝ) (hA : ∀ i j, 0 ≤ A i j)
    (hrow : ∀ i, ∑ j, A i j < 1) : (1 - A).det ≠ 0 := by
  intro hdet
  obtain ⟨v, hv, h0⟩ := Matrix.exists_mulVec_eq_zero_iff.mpr hdet
  obtain ⟨i0, hi0⟩ := Function.ne_iff.mp hv
  -- a component of largest modulus
  obtain ⟨k, -, hk⟩ := exists_max_image univ (fun i => |v i|) ⟨i0, mem_univ _⟩
  have hpos : 0 < |v k| := lt_of_lt_of_le (abs_pos.mpr hi0) (hk i0 (mem_univ _))
  have h1 : v k = ∑ j, A k j * v j := by
    have h2 := congrFun h0 k
    rw [sub_mulVec, one_mulVec] at h2
    simp only [Pi.sub_apply, Pi.zero_apply, mulVec, dotProduct] at h2
    linarith
  have h3 : |v k| ≤ (∑ j, A k j) * |v k| := by
    calc |v k| = |∑ j, A k j * v j| := congrArg abs h1
      _ ≤ ∑ j, |A k j * v j| := abs_sum_le_sum_abs _ _
      _ ≤ ∑ j, A k j * |v k| := sum_le_sum fun j _ => by
          rw [abs_mul, abs_of_nonneg (hA k j)]
          exact mul_le_mul_of_nonneg_left (hk j (mem_univ _)) (hA k j)
      _ = _ := (sum_mul _ _ _).symm
  have h4 := mul_lt_mul_of_pos_right (hrow k) hpos
  linarith

/-- For nonnegative normalised orbital densities with positive total density, `M` is
symmetric positive semidefinite with unit row sums and `1 - M` is singular; if `M_iN > 0`
for all `i ≠ N`, then `1 - M` with row and column `N` deleted is invertible. -/
theorem kli_highest_orbital (n : ι → X → ℝ) (hn : ∀ i x, 0 ≤ n i x)
    (hnorm : ∀ i, ∑ x, n i x = 1) (hρ : ∀ x, 0 < totalDensity n x) (N : ι) :
    (kliMatrix n).IsSymm ∧ (kliMatrix n).PosSemidef ∧ (∀ i, ∑ j, kliMatrix n i j = 1) ∧
      (1 - kliMatrix n).det = 0 ∧
      ((∀ i, i ≠ N → 0 < kliMatrix n i N) → IsUnit (deleteOrbital (1 - kliMatrix n) N)) := by
  have : Nonempty ι := ⟨N⟩
  refine ⟨kli_symm n, kli_posSemidef n hn, kli_row_sum n hnorm hρ,
    (kli_singular n hnorm hρ).2, fun hN => ?_⟩
  have hdel : deleteOrbital (1 - kliMatrix n) N = 1 - deleteOrbital (kliMatrix n) N := by
    ext i j
    simp [deleteOrbital, one_apply, Subtype.ext_iff]
  rw [hdel, isUnit_iff_isUnit_det, isUnit_iff_ne_zero]
  refine det_ne_zero_of_row_sum_lt_one _ (fun i j => ?_) (fun i => ?_)
  · exact sum_nonneg fun x _ => div_nonneg (mul_nonneg (hn _ x) (hn _ x)) (hρ x).le
  · -- the reduced row sum is 1 - M_iN
    have h1 := kli_row_sum n hnorm hρ i.1
    rw [Fintype.sum_eq_add_sum_subtype_ne _ N] at h1
    have h2 := hN i.1 i.2
    change ∑ j : {j // j ≠ N}, kliMatrix n i.1 j.1 < 1
    linarith

/-- For nonnegative normalised orbital densities with positive total density and `M_iN > 0`
for `i ≠ N`, the linear system `(1 - M) c = b` on the orbitals other than `N` has exactly
one solution for every right-hand side. -/
theorem kli_constants_unique (n : ι → X → ℝ) (hn : ∀ i x, 0 ≤ n i x)
    (hnorm : ∀ i, ∑ x, n i x = 1) (hρ : ∀ x, 0 < totalDensity n x) (N : ι)
    (hN : ∀ i, i ≠ N → 0 < kliMatrix n i N) (b : {i // i ≠ N} → ℝ) :
    ∃! c : {i // i ≠ N} → ℝ, deleteOrbital (1 - kliMatrix n) N *ᵥ c = b := by
  have hu := (kli_highest_orbital n hn hnorm hρ N).2.2.2.2 hN
  rw [isUnit_iff_isUnit_det] at hu
  refine ⟨(deleteOrbital (1 - kliMatrix n) N)⁻¹ *ᵥ b, ?_, fun c hc => ?_⟩
  · show _ *ᵥ (_ *ᵥ b) = b
    rw [mulVec_mulVec, mul_nonsing_inv _ hu, one_mulVec]
  · rw [← hc, mulVec_mulVec, nonsing_inv_mul _ hu, one_mulVec]

/-- Two orbital densities on two grid points, `(1/2, 1/2)` and `(1, 0)`. -/
def twoPointDensities : Fin 2 → Fin 2 → ℝ := ![![1 / 2, 1 / 2], ![1, 0]]

/-- The two-point densities are nonnegative and normalised, have positive total density,
and give `M_01 = 1/3`. -/
theorem kli_witness :
    (∀ i x, 0 ≤ twoPointDensities i x) ∧ (∀ i, ∑ x, twoPointDensities i x = 1) ∧
      (∀ x, 0 < totalDensity twoPointDensities x) ∧
      kliMatrix twoPointDensities 0 1 = 1 / 3 := by
  refine ⟨?_, ?_, ?_, ?_⟩
  · norm_num [Fin.forall_fin_two, twoPointDensities]
  · norm_num [Fin.forall_fin_two, twoPointDensities, Fin.sum_univ_two]
  · norm_num [Fin.forall_fin_two, twoPointDensities, totalDensity, Fin.sum_univ_two]
  · norm_num [kliMatrix, twoPointDensities, totalDensity, Fin.sum_univ_two]

end

end KLIHighestOrbital
```

```lean
#print axioms KLIHighestOrbital.kli_highest_orbital
#print axioms KLIHighestOrbital.kli_constants_unique
```

```
'KLIHighestOrbital.kli_highest_orbital' depends on axioms: [propext, Classical.choice, Quot.sound]
'KLIHighestOrbital.kli_constants_unique' depends on axioms: [propext, Classical.choice, Quot.sound]
```

### Remarks

`kli_highest_orbital` takes nonnegativity `hn`, normalisation `hnorm`, positivity `hρ` and an orbital `N`. It concludes symmetry, positive semidefiniteness, unit row sums, $\det(1 - M) = 0$ and, under `∀ i, i ≠ N → 0 < kliMatrix n i N`, `IsUnit` of the reduced $1 - M$. With a single orbital the reduced matrix is empty and counts as invertible. `kli_constants_unique` gives exactly one $c$ for every $b$ on the rows $i \ne N$. Row $N$ is not imposed; adding up all rows suggests that it holds precisely when $\sum_j b_j = 0$, as for the $b$ above, but the file does not check that.

Steps 1 to 5 are `kli_symm`, `kli_quadratic_form` with `kli_posSemidef`, `kli_row_sum`, `kli_singular` and `det_ne_zero_of_row_sum_lt_one`. Step 2 is two uses of `sum_comm` to bring the grid sum outside, then `sum_mul_sum` for the square. It needs no `hρ`, because Lean gives a point with $\rho(x) = 0$ the contribution zero. Step 3 cancels $\rho$ by `mul_div_cancel_right₀`. In step 5, `h1` is row $k$ of $v = Av$, `h3` the two weak inequalities and `h4` the strict one. In step 6, `hdel` identifies the reduced $1 - M$ with $1 - A$, and `Fintype.sum_eq_add_sum_subtype_ne` splits $M_{iN}$ off the row sum.

`kli_witness` takes $n_0 = (1/2, 1/2)$ and $n_1 = (1, 0)$, verifies nonnegativity, normalisation and $\rho > 0$, and finds $M_{01} = 1/3$. Indeed $\rho = (3/2, 1/2)$ and only $x = 0$ contributes, $(1/2)/(3/2)$. So the overlap condition, $M_{iN} > 0$ for all $i \ne N$, holds for $N = 1$. Orthogonality is not among the hypotheses: two orthonormal scalar orbitals on two points would have $\rho = (1, 1)$, while two spinors of opposite spin can have the densities used here.

Without the overlap condition, take $n_0 = (1, 0)$, $n_1 = (0, 1)$ and $N = 1$. The other hypotheses hold with $\rho = (1, 1)$, but $M$ is the identity and $M_{01} = 0$. The reduced matrix is the single number $1 - M_{00} = 0$, so the equation for $c_0$ has either no solution or infinitely many.

The opening of step 5 is reusable. `Matrix.exists_mulVec_eq_zero_iff` turns a vanishing determinant into a nonzero kernel vector, and `exists_max_image` over `univ` supplies a component of largest modulus. Stated for an arbitrary finite index type, the lemma applies to the subtype of remaining orbitals without renumbering.
